# Factorisation of the Green's matrix at a cut site: G_ab G_jj = G_aj G_jb

A Green's matrix can be introduced as the inverse (z − H)⁻¹ or as a matrix G that solves (z − H)G = 1. We take the second route. The existence of a solution then already says that z is not an eigenvalue of H, and no convention for inverting a singular matrix is needed.

## Two regions joined through one site

Let H be a complex matrix on finitely many sites, not necessarily Hermitian, and let z be a complex energy. Write M = z − H, so that M_ac = z δ_ac − H_ac, and let MG = 1. The element H_ab is the amplitude for a hop from b to a, and G_ab is the response at a to a source at b.

Choose a set A of sites and a site j outside it, and let B be all the remaining sites. Suppose that

H_ab = 0 for all a in A and b in B.

No direct hop leads from B into A; hops from A to B are unrestricted. The claim is that

G_ab G_jj = G_aj G_jb for all a in A and b in B.

**The equation of motion in A.** Take a in A and any site k. If l lies in B, then l ≠ a and M_al = −H_al = 0. The (a, k) element of MG = 1 therefore reads, with c running over A,

Σ_c M_ac G_ck + M_aj G_jk = δ_ak.  (1)

Let M_A be the block of M on A. It may be singular even though M is not, so there are two cases.

**M_A singular.** There is a nonzero row vector w on A with Σ_a w_a M_ac = 0 for every c in A. Multiply (1) by w_a and sum over a in A. The first term drops out, and with s = Σ_a w_a M_aj we get

s G_jk = Σ_a w_a δ_ak.

Choose k = a₀ in A with w_a₀ ≠ 0. The right side is then w_a₀, so s ≠ 0. Now let k lie outside A. The right side is zero, hence G_jk = 0. In particular G_jj = 0 and G_jb = 0, and both sides of the claim vanish.

**M_A regular.** Fix b in B and define v_c = G_cb G_jj − G_cj G_jb for c in A. Since b and j lie outside A, equation (1) with k = b and with k = j gives

Σ_c M_ac G_cb = −M_aj G_jb,

Σ_c M_ac G_cj = −M_aj G_jj.

Multiply the first by G_jj, the second by G_jb, and subtract:

Σ_c M_ac v_c = −M_aj G_jb G_jj + M_aj G_jj G_jb = 0.

Since M_A is regular, v = 0, which is the claim.

If G_jj ≠ 0, division gives G_ab = G_aj G_jb / G_jj. In a finite non-interacting tight-binding model with an orthonormal basis, the propagator into A from B then follows from elements that involve the connecting site. On an open chain with nearest-neighbour hopping, every site j between two sites i < k is such a site: take A to be the sites to the left of j. On a ring this fails, because the bond that closes the ring joins the two sides of j directly.

## Three sites, with and without a direct hop

Label three sites 0, 1, 2, with A = {0} and j = 1. Let the on-site energies be zero, the nearest-neighbour hoppings 1, and z = 2. Then

M = [2, −1, 0; −1, 2, −1; 0, −1, 2], det M = 4,

G = ¼ [3, 2, 1; 2, 4, 2; 1, 2, 3].

Both sides agree: G_02 G_11 = ¼ · 1 = ¼ and G_01 G_12 = ½ · ½ = ¼.

Now set H_02 = 1 and leave H_20 = 0. The determinant becomes 3, with G_02 = G_01 = G_12 = 1 and G_11 = 4/3. The left side is 4/3 and the right side is 1, so the vanishing of H_20 alone does not give the factorisation. With H_20 = 1 and H_02 = 0 instead, both sides equal 4/9.

The mismatch for three sites can be computed in general. Let D = det M, which is nonzero because det M · det G = 1. Cramer's rule gives

D G_02 = M_01 M_12 − M_02 M_11,

D G_11 = M_00 M_22 − M_02 M_20,

D G_01 = M_02 M_21 − M_01 M_22,

D G_12 = M_02 M_10 − M_00 M_12.

In the difference of products, the terms M_00 M_01 M_12 M_22 cancel. Every other term contains M_02, and collecting them gives

D² (G_02 G_11 − G_01 G_12) = −M_02 D.

Since M_02 = −H_02, dividing by D leaves

(G_02 G_11 − G_01 G_12) D = H_02.

For three sites, a nonzero direct hop H_02 therefore always breaks the factorisation. In the example above, the mismatch is 1/3 = H_02/D.

## The Hamiltonian, the Green's matrix and the cut site in Lean

The sites are the elements of a finite type `n`.

```lean
import Mathlib

open Matrix

namespace CutSiteGreen

variable {n : Type*} [Fintype n] [DecidableEq n]
```

The matrix M of the derivation is `energyMatrix H z`. Using the identity matrix next to z fixes an orthonormal basis; a generalised problem with an overlap matrix would need a different definition.

```lean
/-- The matrix `z - H` for a Hamiltonian matrix `H` and a complex energy `z`. -/
def energyMatrix (H : Matrix n n ℂ) (z : ℂ) : Matrix n n ℂ := z • (1 : Matrix n n ℂ) - H
```

The predicate `IsGreen H z G` is the equation MG = 1. For finite square matrices this one-sided equation makes G the two-sided inverse. The energy is an ordinary complex number, and no limit towards the real axis is taken.

```lean
/-- `G` is the Green's matrix of `H` at energy `z`: it solves `(z - H) G = 1`. -/
def IsGreen (H : Matrix n n ℂ) (z : ℂ) (G : Matrix n n ℂ) : Prop :=
  energyMatrix H z * G = 1
```

The geometry is given by the finite set `A` and the site `j`; B is not named, being everything else. The field `no_hop` contains only the zeros H_ab with a in A and b in B. The structure does not ask that A or B be nonempty, that j be coupled to either of them, or that hops from A to B vanish, so it is weaker than the graph-theoretic notion of a cut vertex.

```lean
/-- The site `j` lies outside the region `A`, and `H a b = 0` for every `a` in `A` and every
`b` outside `A` other than `j`. -/
structure IsCutSite (H : Matrix n n ℂ) (A : Finset n) (j : n) : Prop where
  not_mem : j ∉ A
  no_hop : ∀ a ∈ A, ∀ b, b ∉ A → b ≠ j → H a b = 0
```

The block M_A is a matrix indexed by the elements of `A`.

```lean
/-- The block of `z - H` on the sites of the region `A`. -/
def regionBlock (H : Matrix n n ℂ) (z : ℂ) (A : Finset n) : Matrix A A ℂ :=
  fun a c => energyMatrix H z a c
```

## From the equation of motion to the factorisation

The first theorem is equation (1). The step `hs` reduces the sum over all sites to the sum over `A` and `j`, because `energyMatrix H z a l` vanishes for every other `l`. The term at `j` is then split off.

```lean
variable {H G : Matrix n n ℂ} {z : ℂ} {A : Finset n} {j : n}

/-- Equation of motion inside `A`: if `j` is a cut site for `A`, the row of `(z - H) G = 1` at a
site of `A` involves only the rows of `G` in `A` and at `j`. -/
theorem region_equation (hG : IsGreen H z G) (hc : IsCutSite H A j) {a : n} (ha : a ∈ A)
    (k : n) :
    ∑ c : A, energyMatrix H z a c * G c k + energyMatrix H z a j * G j k
      = (1 : Matrix n n ℂ) a k := by
  unfold IsGreen at hG
  have h : (energyMatrix H z * G) a k = (1 : Matrix n n ℂ) a k := by rw [hG]
  -- only the sites of `A` and `j` contribute to the matrix product
  have hs : ∑ l, energyMatrix H z a l * G l k
      = ∑ l ∈ insert j A, energyMatrix H z a l * G l k := by
    symm
    apply Finset.sum_subset (Finset.subset_univ _)
    intro l _ hl
    have hlj : l ≠ j := fun e => hl (by rw [e]; exact Finset.mem_insert_self j A)
    have hlA : l ∉ A := fun e => hl (Finset.mem_insert_of_mem e)
    have hal : a ≠ l := fun e => hlA (e ▸ ha)
    have h0 : energyMatrix H z a l = 0 := by
      simp [energyMatrix, Matrix.one_apply_ne hal, hc.no_hop a ha l hlA hlj]
    rw [h0, zero_mul]
  rw [Matrix.mul_apply, hs, Finset.sum_insert hc.not_mem] at h
  rw [Finset.sum_coe_sort A (fun c => energyMatrix H z a c * G c k)]
  linear_combination h
```

The next theorem is the singular case. Mathlib supplies the left null vector `w` from the vanishing determinant, and `key` is the contracted equation s G_jk = Σ_a w_a δ_ak. The step `hs` evaluates it at a site `a₀` where `w` is nonzero and concludes s ≠ 0; `hz` shows that the right side is zero for k outside A.

```lean
/-- If `G` is the Green's matrix of `H` at energy `z`, `j` is a cut site for `A` and the block of
`z - H` on `A` is singular, then `G j k` vanishes for every site `k` outside `A`. -/
theorem green_eq_zero_of_singular_region (hG : IsGreen H z G) (hc : IsCutSite H A j)
    (hdet : (regionBlock H z A).det = 0) {k : n} (hk : k ∉ A) : G j k = 0 := by
  obtain ⟨w, hw0, hw⟩ := Matrix.exists_vecMul_eq_zero_iff.mpr hdet
  have hcol : ∀ c : A, ∑ a : A, w a * energyMatrix H z a c = 0 := fun c => congrFun hw c
  -- contract the equation of motion with the left null vector
  have key : ∀ k, ∑ a : A, w a * (1 : Matrix n n ℂ) a k
      = (∑ a : A, w a * energyMatrix H z a j) * G j k := by
    intro k
    calc ∑ a : A, w a * (1 : Matrix n n ℂ) a k
        = ∑ a : A, w a * (∑ c : A, energyMatrix H z a c * G c k
            + energyMatrix H z a j * G j k) :=
          Finset.sum_congr rfl fun a _ => by rw [region_equation hG hc a.2 k]
      _ = ∑ c : A, (∑ a : A, w a * energyMatrix H z a c) * G c k
            + (∑ a : A, w a * energyMatrix H z a j) * G j k := by
          simp only [mul_add, Finset.sum_add_distrib, Finset.mul_sum, Finset.sum_mul, mul_assoc]
          rw [Finset.sum_comm]
      _ = (∑ a : A, w a * energyMatrix H z a j) * G j k := by
          simp only [hcol, zero_mul, Finset.sum_const_zero, zero_add]
  obtain ⟨a₀, ha₀⟩ := Function.ne_iff.mp hw0
  have hs : ∑ a : A, w a * energyMatrix H z a j ≠ 0 := by
    intro hs
    have e : ∑ a : A, w a * (1 : Matrix n n ℂ) a a₀ = w a₀ := by
      rw [Finset.sum_eq_single a₀]
      · simp
      · intro c _ hca
        rw [Matrix.one_apply_ne (fun h => hca (Subtype.ext h)), mul_zero]
      · simp
    have h0 : w a₀ = 0 := by rw [← e, key, hs, zero_mul]
    exact ha₀ h0
  have hz : ∑ a : A, w a * (1 : Matrix n n ℂ) a k = 0 :=
    Finset.sum_eq_zero fun a _ => by
      rw [Matrix.one_apply_ne (fun h : (a : n) = k => hk (h ▸ a.2)), mul_zero]
  exact (mul_eq_zero.mp ((key k).symm.trans hz)).resolve_left hs
```

The main theorem says that if G solves the defining equation and j is a cut site for A, then the factorisation holds for each a in A and each b outside A. The choice b = j is allowed and gives a trivial identity. Neither Hermiticity nor G_jj ≠ 0 is assumed.

The proof splits on the determinant of M_A. In the singular case the previous theorem is used twice, for G_jj and for G_jb. In the regular case `hv` states M_A v = 0: `h1` and `h2` are equation (1) at k = b and k = j, and `linear_combination` subtracts them with the factors G_jj and G_jb. A matrix with nonzero determinant has no nonzero null vector, so the component of v at a vanishes.

```lean
/-- Cut-site factorisation: if `G` is the Green's matrix of `H` at energy `z` and `j` is a cut site
for `A`, then `G_ab G_jj = G_aj G_jb` for every `a` in `A` and every `b` outside `A`. -/
theorem green_cut_site (hG : IsGreen H z G) (hc : IsCutSite H A j) {a b : n}
    (ha : a ∈ A) (hb : b ∉ A) : G a b * G j j = G a j * G j b := by
  by_cases hdet : (regionBlock H z A).det = 0
  · -- singular region: both sides vanish
    rw [green_eq_zero_of_singular_region hG hc hdet hc.not_mem,
      green_eq_zero_of_singular_region hG hc hdet hb, mul_zero, mul_zero]
  · -- regular region: the difference of the two sides is a null vector of the block
    have hv : regionBlock H z A *ᵥ (fun c : A => G c b * G j j - G c j * G j b) = 0 := by
      funext c
      have h1 := region_equation hG hc c.2 b
      have h2 := region_equation hG hc c.2 j
      rw [Matrix.one_apply_ne (fun h : (c : n) = b => hb (h ▸ c.2))] at h1
      rw [Matrix.one_apply_ne (fun h : (c : n) = j => hc.not_mem (h ▸ c.2))] at h2
      have hsum : ∑ d : A, energyMatrix H z c d * (G d b * G j j - G d j * G j b)
          = (∑ d : A, energyMatrix H z c d * G d b) * G j j
            - (∑ d : A, energyMatrix H z c d * G d j) * G j b := by
        rw [Finset.sum_mul, Finset.sum_mul, ← Finset.sum_sub_distrib]
        exact Finset.sum_congr rfl fun d _ => by ring
      change ∑ d : A, energyMatrix H z c d * (G d b * G j j - G d j * G j b) = 0
      rw [hsum]
      linear_combination G j j * h1 - G j b * h2
    have h0 := congrFun (Matrix.eq_zero_of_mulVec_eq_zero hdet hv) ⟨a, ha⟩
    exact sub_eq_zero.mp h0
```

The quotient form adds the hypothesis `hj`, that the local Green's function at the cut site is nonzero at the chosen energy.

```lean
/-- If `G` is the Green's matrix of `H` at energy `z`, `j` is a cut site for `A` and `G_jj` is
nonzero, then `G_ab = G_aj G_jb / G_jj` for every `a` in `A` and every `b` outside `A`. -/
theorem green_through_cut_site (hG : IsGreen H z G) (hc : IsCutSite H A j) {a b : n}
    (ha : a ∈ A) (hb : b ∉ A) (hj : G j j ≠ 0) : G a b = G a j * G j b / G j j := by
  rw [eq_div_iff hj]
  exact green_cut_site hG hc ha hb
```

## Chains, the direct hop and a vanishing G_jj

For a chain of `N` sites, `hH` forbids only those elements `H i k` in which k lies more than one site to the right of i. Open nearest-neighbour chains satisfy this, and hops of any length to the right are also allowed. The proof takes `Finset.Iio j`, the sites to the left of j, as the region and checks the cut-site condition by comparing positions.

```lean
/-- On a chain where `H i k = 0` whenever `k` lies more than one site to the right of `i`, the
Green's matrix satisfies `G_ik G_jj = G_ij G_jk` for all sites `i < j < k`. -/
theorem green_chain {N : ℕ} {H G : Matrix (Fin N) (Fin N) ℂ} {z : ℂ} (hG : IsGreen H z G)
    (hH : ∀ i k : Fin N, i.val + 1 < k.val → H i k = 0) {i j k : Fin N}
    (hij : i < j) (hjk : j < k) : G i k * G j j = G i j * G j k := by
  have hc : IsCutSite H (Finset.Iio j) j := by
    refine ⟨by simp, fun a ha b hb hbj => hH a b ?_⟩
    have haj : a < j := Finset.mem_Iio.mp ha
    have h1 : a.val < j.val := haj
    have h2 : ¬ b.val < j.val := fun h => hb (Finset.mem_Iio.mpr (show b < j from h))
    have h3 : b.val ≠ j.val := fun h => hbj (Fin.ext h)
    omega
  exact green_cut_site hG hc (Finset.mem_Iio.mpr hij)
    (fun h => lt_asymm hjk (Finset.mem_Iio.mp h))
```

The three-site identity has no cut-site hypothesis. Its proof follows Cramer's rule: `hadj` is D G = adj M, where adj M is the adjugate matrix, and `key` is the polynomial identity between the cofactors, verified by `ring`. The last lines insert `M 0 2 = -H 0 2` and cancel one factor D.

```lean
/-- For three sites `0, 1, 2` with arbitrary couplings and Green's matrix `G` at energy `z`, the
defect `G_02 G_11 - G_01 G_12`, multiplied by `det (z - H)`, equals the direct matrix element
`H 0 2`. -/
theorem three_site_defect {H G : Matrix (Fin 3) (Fin 3) ℂ} {z : ℂ} (hG : IsGreen H z G) :
    (G 0 2 * G 1 1 - G 0 1 * G 1 2) * (energyMatrix H z).det = H 0 2 := by
  unfold IsGreen at hG
  have hM : energyMatrix H z 0 2 = -H 0 2 := by simp [energyMatrix]
  generalize energyMatrix H z = M at hG hM ⊢
  have hD : M.det ≠ 0 := by
    intro h
    have h1 := congrArg Matrix.det hG
    rw [Matrix.det_mul, h, zero_mul, Matrix.det_one] at h1
    exact zero_ne_one h1
  -- Cramer's rule for the entries of `G`
  have hadj : M.det • G = M.adjugate := by
    calc M.det • G = (M.adjugate * M) * G := by
          rw [Matrix.adjugate_mul, Matrix.smul_mul, Matrix.one_mul]
      _ = M.adjugate := by rw [Matrix.mul_assoc, hG, Matrix.mul_one]
  have e : ∀ i k, M.det * G i k = M.adjugate i k := fun i k => congrFun (congrFun hadj i) k
  have key : M.adjugate 0 2 * M.adjugate 1 1 - M.adjugate 0 1 * M.adjugate 1 2
      = -M 0 2 * M.det := by
    rw [Matrix.adjugate_fin_three, Matrix.det_fin_three]
    simp only [Matrix.of_apply, Matrix.cons_val]
    ring
  rw [← e, ← e, ← e, ← e, hM] at key
  apply mul_left_cancel₀ hD
  linear_combination key
```

The last theorem gives a real symmetric chain with an on-site energy 1 at site 2 and z = 0. Here M_00 = 0, so the block on A = {0} is singular and G_11 = G_12 = 0, as the singular case predicts. The product form holds as 0 = 0, while G_02 = 1. The quotient form fails for this chain, since Lean evaluates a division by zero as 0; the condition G_jj ≠ 0 is thus needed there even for a Hermitian H.

```lean
/-- An explicit three-site chain and its Green's matrix at energy `0`: site `1` is a cut site for
the region `{0}`, with `G_11 = 0` and `G_02 = 1`. -/
theorem green_cut_site_witness :
    let H : Matrix (Fin 3) (Fin 3) ℂ := !![0, 1, 0; 1, 0, 1; 0, 1, 1]
    let G : Matrix (Fin 3) (Fin 3) ℂ := !![-1, -1, 1; -1, 0, 0; 1, 0, -1]
    IsGreen H 0 G ∧ IsCutSite H {0} 1 ∧ G 1 1 = 0 ∧ G 0 2 = 1 := by
  intro H G
  refine ⟨?_, ⟨by decide, ?_⟩, by simp [G], by simp [G]⟩
  · unfold IsGreen energyMatrix
    ext i k
    fin_cases i <;> fin_cases k <;> simp [H, G, Matrix.mul_apply, Fin.sum_univ_succ]
  · intro a ha b hb hb1
    fin_cases a <;> fin_cases b <;> simp_all [H]

end CutSiteGreen
```

```lean
#print axioms CutSiteGreen.green_cut_site
#print axioms CutSiteGreen.green_through_cut_site
#print axioms CutSiteGreen.green_chain
#print axioms CutSiteGreen.three_site_defect
```

```
'CutSiteGreen.green_cut_site' depends on axioms: [propext, Classical.choice, Quot.sound]
'CutSiteGreen.green_through_cut_site' depends on axioms: [propext, Classical.choice, Quot.sound]
'CutSiteGreen.green_chain' depends on axioms: [propext, Classical.choice, Quot.sound]
'CutSiteGreen.three_site_defect' depends on axioms: [propext, Classical.choice, Quot.sound]
```
